# A Vinet solid can balance a constant thermal pressure only up to a finite limit

In a simple model of thermal expansion at zero external pressure, a solid expands until the tension of its stretched bonds balances an outward thermal pressure $q$. If $q$ does not depend on volume, no balance is possible once $q$ exceeds the maximum tension. For the Vinet equation of state this limit has a closed form.

```lean
import Mathlib

open Set

namespace VinetThermalLimit

noncomputable section
```

## Cold pressure and balance

Let $x=(V/V_0)^{1/3}$ be the linear stretch, with $V_0$ the volume at zero cold pressure. The Vinet pressure is

$$P(x)=\frac{3B_0(1-x)\,e^{h(1-x)}}{x^2}.$$

Here $B_0$ is the bulk modulus at $x=1$, and $h=\tfrac32(B_0'-1)$, often written $\eta$, contains its pressure derivative $B_0'$. The assumptions $B_0>0$ and $h>0$ describe a solid that resists compression at $x=1$ and has $B_0'>1$. In Lean all quantities are real numbers, without units.

```lean
/-- The Vinet pressure at linear stretch `x = (V/V0)^(1/3)`, for `x ≠ 0`. -/
def vinetPressure (B0 h x : ℝ) : ℝ :=
  3 * B0 * (1 - x) * Real.exp (h * (1 - x)) / x ^ 2
```

The maximum tension will turn out to lie at the stretch

$$x_s=\frac{h-1+\sqrt{h^2+6h+1}}{2h}.$$

```lean
/-- The stretch `(h - 1 + √(h² + 6h + 1)) / (2h)`, for `h > 0`. -/
def turningPoint (h : ℝ) : ℝ :=
  (h - 1 + Real.sqrt (h ^ 2 + 6 * h + 1)) / (2 * h)
```

The candidate for the limit is the tension there, $p_m=-P(x_s)$.

```lean
/-- The tension `-P` of the Vinet solid at the turning point, for `h > 0`. -/
def thermalLimit (B0 h : ℝ) : ℝ := -vinetPressure B0 h (turningPoint h)
```

Equilibrium means $P(x)+q=0$ with $x>0$. The set `equilibria B0 h q` collects all such stretches, so counting solutions means describing this set.

```lean
/-- The positive stretches at which the Vinet pressure and a constant thermal pressure `q`
add up to zero. -/
def equilibria (B0 h q : ℝ) : Set ℝ := {x | 0 < x ∧ vinetPressure B0 h x + q = 0}
```

## The turning point

Since $h^2+6h+1>(h+1)^2$, the root exceeds $h+1$, which gives $x_s>1$. Squaring $2hx_s-(h-1)=\sqrt{h^2+6h+1}$ and dividing by $4h$ gives

$$h x_s^2=(h-1)x_s+2.$$

```lean
/-- For `h > 0` the turning point is a stretch beyond the zero-pressure one, `x = 1`, and
solves the quadratic equation `h x² = (h - 1) x + 2`. -/
theorem turningPoint_spec {h : ℝ} (hh : 0 < h) :
    1 < turningPoint h ∧ h * turningPoint h ^ 2 = (h - 1) * turningPoint h + 2 := by
  have hs : Real.sqrt (h ^ 2 + 6 * h + 1) ^ 2 = h ^ 2 + 6 * h + 1 :=
    Real.sq_sqrt (by positivity)
  have hlt : h + 1 < Real.sqrt (h ^ 2 + 6 * h + 1) :=
    (Real.lt_sqrt (by positivity)).2 (by nlinarith)
  constructor
  · rw [turningPoint, lt_div_iff₀ (by positivity)]
    linarith
  · have hx : 2 * h * turningPoint h = h - 1 + Real.sqrt (h ^ 2 + 6 * h + 1) := by
      unfold turningPoint
      field_simp
    have h4 : 4 * h ≠ 0 := by positivity
    apply mul_left_cancel₀ h4
    linear_combination
      (2 * h * turningPoint h - (h - 1) + Real.sqrt (h ^ 2 + 6 * h + 1)) * hx + hs
```

Differentiating $P$ gives

$$P'(x)=3B_0e^{h(1-x)}\,\frac{hx^2-(h-1)x-2}{x^3}.$$

The roots of the numerator have product $-2/h$, so the second root is $-2/(hx_s)$ and

$$P'(x)=3B_0e^{h(1-x)}\,\frac{(x-x_s)(hxx_s+2)}{x_s x^3}.$$

Lean assembles the derivative from the product, chain and quotient rules. The final `linear_combination` uses the quadratic equation for $x_s$ to reach the factored form.

```lean
/-- For `h > 0` and `x ≠ 0`, the slope of the Vinet pressure contains the signed distance of the
stretch from the turning point as a factor. -/
theorem hasDerivAt_vinetPressure (B0 : ℝ) {h x : ℝ} (hh : 0 < h) (hx : x ≠ 0) :
    HasDerivAt (vinetPressure B0 h)
      (3 * B0 * Real.exp (h * (1 - x)) * (x - turningPoint h) * (h * x * turningPoint h + 2)
        / (turningPoint h * x ^ 3)) x := by
  obtain ⟨h1s, hs⟩ := turningPoint_spec hh
  have hs0 : turningPoint h ≠ 0 := by linarith
  have h1 : HasDerivAt (fun y : ℝ => 1 - y) (-1) x := (hasDerivAt_id' x).const_sub 1
  have h2 : HasDerivAt (fun y : ℝ => Real.exp (h * (1 - y)))
      (Real.exp (h * (1 - x)) * (h * (-1))) x := (h1.const_mul h).exp
  have h3 : HasDerivAt (fun y : ℝ => y ^ 2) (2 * x) x := by
    simpa using hasDerivAt_pow 2 x
  have h4 : HasDerivAt (vinetPressure B0 h) _ x :=
    ((h1.const_mul (3 * B0)).fun_mul h2).fun_div h3 (pow_ne_zero 2 hx)
  refine h4.congr_deriv ?_
  -- the quadratic equation of the turning point factors the numerator
  rw [div_eq_div_iff (pow_ne_zero 2 (pow_ne_zero 2 hx)) (mul_ne_zero hs0 (pow_ne_zero 3 hx))]
  linear_combination (3 * B0 * Real.exp (h * (1 - x)) * x ^ 5) * hs
```

For $x>0$ every factor except $x-x_s$ is positive. Hence $P$ falls strictly on $(0,x_s]$ and rises strictly on $[x_s,\infty)$, the intervals `Ioc` and `Ici` in Lean. At constant $q$, the bulk modulus is positive for $x<x_s$ and negative for $x>x_s$, so only equilibria with $x<x_s$ are stable against small uniform changes of volume. Stability against shear is outside this model.

```lean
/-- For `B0, h > 0` the Vinet pressure falls strictly with stretch up to the turning point
and rises strictly from there on. -/
theorem vinetPressure_monotonicity {B0 h : ℝ} (hB : 0 < B0) (hh : 0 < h) :
    StrictAntiOn (vinetPressure B0 h) (Ioc 0 (turningPoint h)) ∧
      StrictMonoOn (vinetPressure B0 h) (Ici (turningPoint h)) := by
  have hs : 0 < turningPoint h := by linarith [(turningPoint_spec hh).1]
  constructor
  · apply strictAntiOn_of_deriv_neg (convex_Ioc _ _)
    · intro x hx
      exact (hasDerivAt_vinetPressure B0 hh hx.1.ne').continuousAt.continuousWithinAt
    · intro x hx
      rw [interior_Ioc] at hx
      have hx0 : 0 < x := hx.1
      rw [(hasDerivAt_vinetPressure B0 hh hx0.ne').deriv]
      apply div_neg_of_neg_of_pos _ (by positivity)
      apply mul_neg_of_neg_of_pos _ (by positivity)
      exact mul_neg_of_pos_of_neg (by positivity) (sub_neg.2 hx.2)
  · apply strictMonoOn_of_deriv_pos (convex_Ici _)
    · intro x hx
      have hx0 : 0 < x := lt_of_lt_of_le hs hx
      exact (hasDerivAt_vinetPressure B0 hh hx0.ne').continuousAt.continuousWithinAt
    · intro x hx
      rw [interior_Ici] at hx
      have hx0 : 0 < x := lt_trans hs hx
      have hd : 0 < x - turningPoint h := sub_pos.2 hx
      rw [(hasDerivAt_vinetPressure B0 hh hx0.ne').deriv]
      positivity
```

It follows that $-P(x)<p_m$ for every positive $x\ne x_s$.

```lean
/-- For `B0, h > 0`, the tension at any positive stretch other than the turning point is
strictly below the thermal pressure limit. -/
theorem tension_lt_thermalLimit {B0 h x : ℝ} (hB : 0 < B0) (hh : 0 < h) (hx : 0 < x)
    (hne : x ≠ turningPoint h) : -vinetPressure B0 h x < thermalLimit B0 h := by
  obtain ⟨hanti, hmono⟩ := vinetPressure_monotonicity hB hh
  have hs : 0 < turningPoint h := by linarith [(turningPoint_spec hh).1]
  unfold thermalLimit
  rcases lt_or_gt_of_ne hne with hlt | hgt
  · exact neg_lt_neg (hanti ⟨hx, hlt.le⟩ ⟨hs, le_rfl⟩ hlt)
  · exact neg_lt_neg (hmono (mem_Ici.2 le_rfl) (mem_Ici.2 hgt.le) hgt)
```

## Counting the equilibria

A second solution exists for every positive $q$ below the limit because the tension fades at large stretch. For $x\ge1$ the exponential is at most 1, so

$$-P(x)=\frac{3B_0(x-1)e^{-h(x-1)}}{x^2}\le\frac{3B_0}{x}.$$

```lean
/-- For `B0, h > 0` and stretch `x ≥ 1`, the tension of the Vinet solid is at most
`3 B0 / x`. -/
theorem tension_le {B0 h x : ℝ} (hB : 0 < B0) (hh : 0 < h) (hx : 1 ≤ x) :
    -vinetPressure B0 h x ≤ 3 * B0 / x := by
  have hx0 : 0 < x := by linarith
  have hE : Real.exp (h * (1 - x)) ≤ 1 := Real.exp_le_one_iff.2 (by nlinarith)
  have hk : (x - 1) * Real.exp (h * (1 - x)) ≤ x := by nlinarith
  have hc : 0 ≤ 3 * B0 * x := by positivity
  rw [vinetPressure, ← neg_div, div_le_div_iff₀ (by positivity) hx0]
  nlinarith [mul_le_mul_of_nonneg_left hk hc]
```

Because $P(1)=0$ and $x_s\neq1$, the strict maximum gives $p_m>0$. Now take $0<q<p_m$.

- On $(1,x_s)$, $P$ runs from $0$ to $-p_m$ and takes the value $-q$ by the intermediate value theorem.
- At $X=x_s+3B_0/q$ we have $qX=qx_s+3B_0>3B_0$, so $-P(X)\le3B_0/X<q$. The value $-q$ is therefore taken again between $x_s$ and $X$.

Strict monotonicity allows only one solution on each branch. At $q=p_m$ only $x_s$ remains, and for $q>p_m$ nothing does.

The theorem states these cases as equalities of sets. In `{x₁, x₂}` the two stretches are distinct, because they lie on opposite sides of `turningPoint h`.

```lean
/-- For `B0, h > 0` the thermal pressure limit is positive. A constant thermal pressure `q`
leaves exactly two equilibrium stretches if `0 < q` is below the limit, one on each side of the
turning point, exactly one at the limit, and none above it. -/
theorem thermal_pressure_limit {B0 h : ℝ} (hB : 0 < B0) (hh : 0 < h) :
    0 < thermalLimit B0 h ∧
    (∀ q, 0 < q → q < thermalLimit B0 h → ∃ x₁ x₂, 1 < x₁ ∧ x₁ < turningPoint h ∧
      turningPoint h < x₂ ∧ equilibria B0 h q = {x₁, x₂}) ∧
    equilibria B0 h (thermalLimit B0 h) = {turningPoint h} ∧
    (∀ q, thermalLimit B0 h < q → equilibria B0 h q = ∅) := by
  obtain ⟨hanti, hmono⟩ := vinetPressure_monotonicity hB hh
  have hs1 := (turningPoint_spec hh).1
  have hs : 0 < turningPoint h := by linarith
  have hP1 : vinetPressure B0 h 1 = 0 := by simp [vinetPressure]
  have hPs : vinetPressure B0 h (turningPoint h) = -thermalLimit B0 h := by
    simp [thermalLimit]
  have hcont : ∀ a b : ℝ, 0 < a → ContinuousOn (vinetPressure B0 h) (Icc a b) := by
    intro a b ha x hx
    have hx0 : 0 < x := lt_of_lt_of_le ha hx.1
    exact (hasDerivAt_vinetPressure B0 hh hx0.ne').continuousAt.continuousWithinAt
  refine ⟨?_, ?_, ?_, ?_⟩
  · have := tension_lt_thermalLimit hB hh one_pos hs1.ne
    linarith
  · intro q hq hqm
    -- a solution between the zero-pressure stretch and the turning point
    obtain ⟨x₁, hx₁, he₁⟩ := intermediate_value_Ioo' hs1.le (hcont 1 _ one_pos)
      (show -q ∈ Ioo _ _ from ⟨by linarith, by linarith⟩)
    -- at a large enough stretch the tension is below `q`
    have hd : 0 < 3 * B0 / q := by positivity
    have hfar : -vinetPressure B0 h (turningPoint h + 3 * B0 / q) < q := by
      refine lt_of_le_of_lt (tension_le hB hh (by linarith)) ?_
      rw [div_lt_iff₀ (by linarith), mul_add, mul_div_cancel₀ _ hq.ne']
      linarith [mul_pos hq hs]
    obtain ⟨x₂, hx₂, he₂⟩ := intermediate_value_Ioo
      (show turningPoint h ≤ turningPoint h + 3 * B0 / q by linarith) (hcont _ _ hs)
      (show -q ∈ Ioo _ _ from ⟨by linarith, by linarith⟩)
    refine ⟨x₁, x₂, hx₁.1, hx₁.2, hx₂.1, ?_⟩
    ext x
    constructor
    · rintro ⟨hx, he⟩
      -- strict monotonicity allows one solution on each branch
      rcases le_total x (turningPoint h) with hle | hge
      · exact Or.inl (hanti.injOn ⟨hx, hle⟩ ⟨by linarith [hx₁.1], hx₁.2.le⟩ (by linarith))
      · exact Or.inr (hmono.injOn (mem_Ici.2 hge) (mem_Ici.2 hx₂.1.le) (by linarith))
    · intro hx
      rcases hx with hx | hx
      · rw [hx]
        exact ⟨by linarith [hx₁.1], by linarith⟩
      · rw [mem_singleton_iff.1 hx]
        exact ⟨by linarith [hx₂.1], by linarith⟩
  · ext x
    constructor
    · rintro ⟨hx, he⟩
      by_contra hne
      have := tension_lt_thermalLimit hB hh hx hne
      linarith
    · intro hx
      rw [mem_singleton_iff.1 hx]
      exact ⟨hs, by linarith⟩
  · intro q hq
    ext x
    simp only [mem_empty_iff_false, iff_false]
    rintro ⟨hx, he⟩
    by_cases hne : x = turningPoint h
    · rw [hne] at he
      linarith
    · have := tension_lt_thermalLimit hB hh hx hne
      linarith
```

For a zero-pressure volume search in this constant-$q$ model, a root finder may land on the unstable branch below the limit, and above the limit it has no root to find.

## The limiting temperature

Let $q=a(T-T_0)$, where $a>0$ is a constant rate of thermal pressure increase and $T_0$ is the temperature at which $q$ vanishes. For $T>T_0$, an equilibrium exists exactly when $a(T-T_0)\le p_m$, that is,

$$T\le T_0+\frac{p_m}{a}.$$

The proof reads this off from the three cases. In a real solid the thermal pressure also varies with volume, and the passage from constant $q$ to that situation needs a separate argument. The bound is a loss of mechanical balance in the model, not a melting temperature.

```lean
/-- Let `B0, h > 0` and let the thermal pressure be `a (T - T0)` with `a > 0`. At a temperature
`T > T0` an equilibrium stretch exists exactly when `T` is at most `T0` plus the thermal
pressure limit divided by `a`. -/
theorem equilibrium_exists_iff_temperature_le {B0 h a T T0 : ℝ} (hB : 0 < B0) (hh : 0 < h)
    (ha : 0 < a) (hT : T0 < T) :
    (equilibria B0 h (a * (T - T0))).Nonempty ↔ T ≤ T0 + thermalLimit B0 h / a := by
  obtain ⟨-, htwo, hone, hnone⟩ := thermal_pressure_limit hB hh
  have hiff : T ≤ T0 + thermalLimit B0 h / a ↔ a * (T - T0) ≤ thermalLimit B0 h := by
    rw [← sub_le_iff_le_add', le_div_iff₀ ha, mul_comm]
  rw [hiff]
  constructor
  · intro hne
    by_contra hgt
    rw [hnone _ (not_le.1 hgt)] at hne
    exact not_nonempty_empty hne
  · intro hle
    rcases lt_or_eq_of_le hle with hlt | heq
    · obtain ⟨x₁, x₂, -, -, -, hset⟩ := htwo _ (mul_pos ha (sub_pos.2 hT)) hlt
      rw [hset]
      exact ⟨x₁, Or.inl rfl⟩
    · rw [heq, hone]
      exact singleton_nonempty _

end

end VinetThermalLimit
```

## An instance with $h=10/3$

Here $\sqrt{h^2+6h+1}=17/3$, so $x_s=(7/3+17/3)/(20/3)=1.2$, and

$$p_m=\frac{3(0.2)e^{-2/3}}{1.44}B_0\approx0.214\,B_0.$$

For $q=0.1\,B_0$ one equilibrium lies between $1$ and $1.2$. At $x=2$ the tension is $\tfrac34e^{-10/3}B_0\approx0.027\,B_0$, already below $q$, so the other lies between $1.2$ and $2$.

```lean
#print axioms VinetThermalLimit.thermal_pressure_limit
#print axioms VinetThermalLimit.equilibrium_exists_iff_temperature_le
```

```
'VinetThermalLimit.thermal_pressure_limit' depends on axioms: [propext, Classical.choice, Quot.sound]
'VinetThermalLimit.equilibrium_exists_iff_temperature_le' depends on axioms: [propext, Classical.choice, Quot.sound]
```
